# Overlap and kinetic-energy integrals of two Gaussians on the line

## Why approximate matrix elements can spoil a variational bound

A Rayleigh-Ritz calculation returns an upper bound to the ground-state energy when its matrix elements are exact. If the overlap and kinetic integrals of the trial functions come from a quadrature grid, the error has no fixed sign, and the computed energy can fall below the true one. Guessing is no safer: two Gaussians are positive everywhere and so is their overlap, yet their kinetic element turns negative once the centres are far enough apart. For two Gaussians with positive exponents in one dimension, both integrals have closed forms.

Units are $\hbar = 1$ and particle mass $1$, so the kinetic operator is $-\tfrac12\,d^2/dx^2$.

## The overlap and the kinetic element

Take
$$f(x) = e^{-a(x-A)^2}, \qquad g(x) = e^{-b(x-B)^2},$$
with centres $A, B$ and exponents $a, b > 0$. A positive exponent makes the function square-integrable and hence normalisable. Define
$$p = a+b, \qquad m = \frac{ab}{p}, \qquad P = \frac{aA+bB}{p}, \qquad R = A-B,$$
where $m$ is a reduced exponent and not a mass. With $S = \int fg\,dx$ and $T = \tfrac12\int f'g'\,dx$ over the whole line,
$$S = \sqrt{\pi/p}\;e^{-mR^2}, \qquad T = m\,(1-2mR^2)\,S .$$
The functions are unnormalised. Multiplying them by $(2a/\pi)^{1/4}$ and $(2b/\pi)^{1/4}$ turns the overlap into $\sqrt{2\sqrt{ab}/(a+b)}\;e^{-mR^2}$ and leaves $T/S$ unchanged.

In electronic-structure work with Gaussian bases, a three-dimensional Cartesian Gaussian factorises along the axes, and these formulas give the one-axis integrals in the case of single (uncontracted) Gaussians without polynomial prefactor. The three-dimensional overlap is then the product $S_xS_yS_z$, while the kinetic element is the sum $T_xS_yS_z + S_xT_yS_z + S_xS_yT_z$.

## Completing the square and one moment rule

Put $t = x-P$. Since $P-A = -bR/p$ and $P-B = aR/p$,
$$a\left(t - \tfrac{bR}{p}\right)^2 + b\left(t + \tfrac{aR}{p}\right)^2 = pt^2 + \frac{ab^2 + ba^2}{p^2}R^2 = pt^2 + mR^2,$$
the terms linear in $t$ cancelling. Hence $fg = e^{-mR^2}e^{-pt^2}$.

Every integral below is a quadratic $c_0 + c_1t + c_2t^2$ with constant coefficients against this weight. For constants $\alpha, \beta$,
$$\frac{d}{dt}\left[(\alpha+\beta t)e^{-pt^2}\right] = \left(\beta - 2p\alpha t - 2p\beta t^2\right)e^{-pt^2}.$$
Choosing $\alpha = -c_1/(2p)$ and $\beta = -c_2/(2p)$ makes the bracket $-c_2/(2p) + c_1t + c_2t^2$. A total derivative of a function vanishing at both ends integrates to zero, so the quadratic may be replaced by the constant $c_0 + c_2/(2p)$. With $\int e^{-pt^2}dt = \sqrt{\pi/p}$,
$$\int (c_0 + c_1t + c_2t^2)\,fg\,dx = \left(c_0 + \frac{c_2}{2p}\right)\sqrt{\pi/p}\;e^{-mR^2}.$$
The choice $c_0 = 1$, $c_1 = c_2 = 0$ gives $S$, so the right side is $(c_0 + c_2/(2p))\,S$.

For $T$, use $f' = -2a(x-A)f$ and $g' = -2b(x-B)g$, so $f'g' = 4ab\,(x-A)(x-B)\,fg$. Expanding about $P$ gives $c_2 = 4ab$ and $c_0 = 4ab(P-A)(P-B) = -4m^2R^2$. Then $c_2/(2p) = 2m$ and $T = \tfrac12(2m - 4m^2R^2)\,S = m(1-2mR^2)\,S$. Since $m$ and $S$ are positive, $T > 0$ exactly when $2mR^2 < 1$.

The operator form agrees. From $g'' = (4b^2(x-B)^2 - 2b)\,g$ one reads $c_2 = 4b^2$ and $c_0 = 4m^2R^2 - 2b$. Then $c_0 + c_2/(2p) = 4m^2R^2 - 2b(p-b)/p = 4m^2R^2 - 2m$, and $-\tfrac12\int fg''\,dx = T$.

## One Gaussian in a harmonic well

Let $V(x) = \omega^2x^2/2$, the potential of an oscillator of angular frequency $\omega$ with its minimum at the origin. Set $g = f$, the simplest case of the formulas: $R = 0$, $m = a/2$, $p = 2a$, $P = A$, so $S = \sqrt{\pi/(2a)}$ and $T/S = a/2$. Writing $x^2 = A^2 + 2At + t^2$ gives $c_0 = \omega^2A^2/2$ and $c_2 = \omega^2/2$, so the Rayleigh quotient $E = (T + \int Vf^2dx)/S$ is
$$E = \frac a2 + \frac{\omega^2}{8a} + \frac{\omega^2A^2}{2} = \frac\omega2 + \frac{(2a-\omega)^2}{8a} + \frac{(\omega A)^2}{2}.$$
For $\omega > 0$ this is at least $\omega/2$, with equality only at $a = \omega/2$, $A = 0$.

## From the symbols to the Lean names

`gauss a A` is $f$, `gauss b B` is $g$, `redExp a b` is $m$ and `centre a A b B` is $P$; $R$ is always written out as `A - B`. The definitions `overlap`, `kinetic`, `potential` and `rayleigh` take arbitrary functions `ℝ → ℝ` and Lebesgue integrals over the line, but the theorems concern Gaussians only. The functions are real, so no complex conjugate appears. `kinetic` is fixed in gradient form with Mathlib's `deriv`.

Under `0 < a` and `0 < b`, `gauss_overlap_kinetic` says four things: $fg$ is integrable, $f'g'$ is integrable, $S$ has the stated value, and $T = m(1-2mR^2)S$. `kinetic_laplacian_form` adds that $fg''$ is integrable and that $-\tfrac12\int fg''$ equals `kinetic`, and `kinetic_pos_iff` is the sign criterion. `rayleigh_harmonic` holds for every real $\omega$ and gives positivity of the self-overlap $\int f^2dx$, integrability of $Vf^2$ and the value of $E$. Mathlib assigns $0$ to the integral of a non-integrable function and to a quotient by zero, so the integrability and positivity clauses state explicitly that these are values of convergent integrals and of a true quotient; a value of zero, such as $T$ at $2mR^2 = 1$, would not show this by itself.

`rayleigh_harmonic_min` assumes $\omega > 0$, and its bound ranges over the two-parameter family $(a, A)$. No Hamiltonian operator or spectrum is defined, so the general variational inequality and the identification of $\omega/2$ with the oscillator's ground-state energy are background physics that no theorem below states; the same holds for the normalised overlap and the three-dimensional factorisation mentioned above.

## The Lean source

```lean
import Mathlib

open Real MeasureTheory

namespace GaussianKineticIntegral

noncomputable section

/-- Gaussian basis function `exp(-a (x-A)²)` with exponent `a` and centre `A`. -/
def gauss (a A x : ℝ) : ℝ := exp (-a * (x - A) ^ 2)

/-- Reduced exponent `m = ab/(a+b)` of a pair of Gaussians. -/
def redExp (a b : ℝ) : ℝ := a * b / (a + b)

/-- Exponent-weighted centre `P = (aA + bB)/(a+b)` of a pair of Gaussians. -/
def centre (a A b B : ℝ) : ℝ := (a * A + b * B) / (a + b)

/-- Overlap integral `∫ f g` over the line. -/
def overlap (f g : ℝ → ℝ) : ℝ := ∫ x, f x * g x

/-- Kinetic-energy integral in gradient form, `(1/2) ∫ f' g'`. -/
def kinetic (f g : ℝ → ℝ) : ℝ := 1 / 2 * ∫ x, deriv f x * deriv g x

/-- Potential-energy integral `∫ V f g`. -/
def potential (V f g : ℝ → ℝ) : ℝ := ∫ x, V x * (f x * g x)

/-- Rayleigh quotient of a trial function `f` in the potential `V`: kinetic plus potential
integral over the overlap of `f` with itself. -/
def rayleigh (V f : ℝ → ℝ) : ℝ := (kinetic f f + potential V f f) / overlap f f

/-- Harmonic potential `ω² x² / 2`. -/
def harmonic (ω x : ℝ) : ℝ := ω ^ 2 / 2 * x ^ 2

/-- The derivative of a Gaussian is `-2a(x-A)` times the Gaussian. -/
theorem hasDerivAt_gauss (a A x : ℝ) :
    HasDerivAt (gauss a A) (-2 * a * (x - A) * gauss a A x) x := by
  have h : HasDerivAt (fun x => -a * (x - A) ^ 2) (-a * (2 * (x - A))) x := by
    have h1 := (((hasDerivAt_id' x).sub_const A).fun_pow 2).const_mul (-a)
    refine h1.congr_deriv ?_
    ring1
  exact h.exp.congr_deriv (by unfold gauss; ring)

/-- Gaussian product rule: for `a + b ≠ 0` the product of two Gaussians is `exp(-m (A-B)²)` times
the Gaussian of exponent `a+b` centred at `P`. -/
theorem gauss_mul {a b : ℝ} (hp : a + b ≠ 0) (A B x : ℝ) :
    gauss a A x * gauss b B x =
      exp (-redExp a b * (A - B) ^ 2) * gauss (a + b) (centre a A b B) x := by
  unfold gauss redExp centre
  rw [← Real.exp_add, ← Real.exp_add]
  congr 1
  field_simp
  ring

/-- A quadratic `c₀ + c₁ t + c₂ t²` in `t = x - P` times a Gaussian of exponent `p > 0`
centred at `P` is integrable, with integral `(c₀ + c₂/(2p)) √(π/p)`. -/
theorem quadratic_moment {p : ℝ} (hp : 0 < p) (P c0 c1 c2 : ℝ) :
    Integrable (fun x => (c0 + c1 * (x - P) + c2 * (x - P) ^ 2) * gauss p P x) ∧
    ∫ x, (c0 + c1 * (x - P) + c2 * (x - P) ^ 2) * gauss p P x =
      (c0 + c2 / (2 * p)) * √(π / p) := by
  have hp' : p ≠ 0 := hp.ne'
  have h0 := integrable_exp_neg_mul_sq hp
  have h1 := integrable_mul_exp_neg_mul_sq hp
  have h2 := integrable_rpow_mul_exp_neg_mul_sq hp (s := 2) (by norm_num)
  simp only [Real.rpow_two] at h2
  have hint0 : ∀ d0 d1 d2 : ℝ,
      Integrable (fun t : ℝ => (d0 + d1 * t + d2 * t ^ 2) * exp (-p * t ^ 2)) := by
    intro d0 d1 d2
    refine (((h0.const_mul d0).add (h1.const_mul d1)).add (h2.const_mul d2)).congr
      (Filter.Eventually.of_forall fun t => ?_)
    simp only [Pi.add_apply]
    ring
  have hint : ∀ d0 d1 d2 : ℝ,
      Integrable (fun x : ℝ => (d0 + d1 * (x - P) + d2 * (x - P) ^ 2) * gauss p P x) :=
    fun d0 d1 d2 => (hint0 d0 d1 d2).comp_sub_right P
  have hgi : Integrable (fun x => gauss p P x) := h0.comp_sub_right P
  have hg : ∫ x, gauss p P x = √(π / p) :=
    (integral_sub_right_eq_self (fun t : ℝ => exp (-p * t ^ 2)) P).trans (integral_gaussian p)
  have hFi : Integrable (fun x => (-(c1 / (2 * p)) + -(c2 / (2 * p)) * (x - P)) * gauss p P x) := by
    simpa only [zero_mul, add_zero] using hint (-(c1 / (2 * p))) (-(c2 / (2 * p))) 0
  -- the remainder is a total derivative of an integrable function
  have hz : ∫ x, (-(c2 / (2 * p)) + c1 * (x - P) + c2 * (x - P) ^ 2) * gauss p P x = 0 := by
    refine integral_eq_zero_of_hasDerivAt_of_integrable (fun x => ?_) (hint _ _ _) hFi
    refine (((((hasDerivAt_id' x).sub_const P).const_mul (-(c2 / (2 * p)))).const_add
      (-(c1 / (2 * p)))).fun_mul (hasDerivAt_gauss p P x)).congr_deriv ?_
    field_simp
    ring
  refine ⟨hint _ _ _, ?_⟩
  calc ∫ x, (c0 + c1 * (x - P) + c2 * (x - P) ^ 2) * gauss p P x
      = ∫ x, ((c0 + c2 / (2 * p)) * gauss p P x +
          (-(c2 / (2 * p)) + c1 * (x - P) + c2 * (x - P) ^ 2) * gauss p P x) := by
        congr 1; funext x; ring
    _ = (∫ x, (c0 + c2 / (2 * p)) * gauss p P x) +
          ∫ x, (-(c2 / (2 * p)) + c1 * (x - P) + c2 * (x - P) ^ 2) * gauss p P x :=
        integral_add (hgi.const_mul _) (hint _ _ _)
    _ = (c0 + c2 / (2 * p)) * √(π / p) := by rw [integral_const_mul, hz, hg, add_zero]

/-- For `a + b > 0` a quadratic in `x - P` times a product of two Gaussians is integrable, with
integral `(c₀ + c₂/(2(a+b))) √(π/(a+b)) exp(-m (A-B)²)`. -/
theorem pair_moment {a b : ℝ} (hp : 0 < a + b) (A B c0 c1 c2 : ℝ) :
    Integrable (fun x => (c0 + c1 * (x - centre a A b B) + c2 * (x - centre a A b B) ^ 2) *
      (gauss a A x * gauss b B x)) ∧
    ∫ x, (c0 + c1 * (x - centre a A b B) + c2 * (x - centre a A b B) ^ 2) *
      (gauss a A x * gauss b B x) =
      (c0 + c2 / (2 * (a + b))) * (√(π / (a + b)) * exp (-redExp a b * (A - B) ^ 2)) := by
  have h := quadratic_moment hp (centre a A b B) c0 c1 c2
  have key : (fun x => (c0 + c1 * (x - centre a A b B) + c2 * (x - centre a A b B) ^ 2) *
      (gauss a A x * gauss b B x)) = fun x => exp (-redExp a b * (A - B) ^ 2) *
      ((c0 + c1 * (x - centre a A b B) + c2 * (x - centre a A b B) ^ 2) *
        gauss (a + b) (centre a A b B) x) := by
    funext x; rw [gauss_mul hp.ne']; ring
  rw [key]
  exact ⟨h.1.const_mul _, by rw [integral_const_mul, h.2]; ring⟩

/-- For `a, b > 0` both integrands are integrable, the overlap of two Gaussians is
`S = √(π/(a+b)) exp(-m R²)` and the kinetic integral is `m (1 - 2 m R²) S`, `R = A - B`. -/
theorem gauss_overlap_kinetic {a b : ℝ} (ha : 0 < a) (hb : 0 < b) (A B : ℝ) :
    Integrable (fun x => gauss a A x * gauss b B x) ∧
    Integrable (fun x => deriv (gauss a A) x * deriv (gauss b B) x) ∧
    overlap (gauss a A) (gauss b B) = √(π / (a + b)) * exp (-redExp a b * (A - B) ^ 2) ∧
    kinetic (gauss a A) (gauss b B) =
      redExp a b * (1 - 2 * redExp a b * (A - B) ^ 2) * overlap (gauss a A) (gauss b B) := by
  have hp : 0 < a + b := add_pos ha hb
  have hp' := hp.ne'
  have hs := pair_moment hp A B 1 0 0
  simp only [zero_mul, add_zero, one_mul, zero_div] at hs
  have hS : overlap (gauss a A) (gauss b B) = _ := hs.2
  -- f' g' = 4ab (x-A)(x-B) f g, expanded about P
  have h := pair_moment hp A B (4 * a * b * (centre a A b B - A) * (centre a A b B - B))
    (4 * a * b * (2 * centre a A b B - A - B)) (4 * a * b)
  have key : (fun x => deriv (gauss a A) x * deriv (gauss b B) x) = fun x =>
      (4 * a * b * (centre a A b B - A) * (centre a A b B - B) +
        4 * a * b * (2 * centre a A b B - A - B) * (x - centre a A b B) +
        4 * a * b * (x - centre a A b B) ^ 2) * (gauss a A x * gauss b B x) := by
    funext x
    rw [(hasDerivAt_gauss a A x).deriv, (hasDerivAt_gauss b B x).deriv]; ring
  have hc : 1 / 2 * (4 * a * b * (centre a A b B - A) * (centre a A b B - B) +
      4 * a * b / (2 * (a + b))) = redExp a b * (1 - 2 * redExp a b * (A - B) ^ 2) := by
    unfold centre redExp
    field_simp
    ring
  refine ⟨hs.1, by rw [key]; exact h.1, hS, ?_⟩
  unfold kinetic
  rw [key, h.2, hS]
  linear_combination (√(π / (a + b)) * exp (-redExp a b * (A - B) ^ 2)) * hc

/-- For two Gaussians with `a, b > 0`, `f g''` is integrable and `-(1/2) ∫ f g''` equals `(1/2) ∫ f'
g'`. -/
theorem kinetic_laplacian_form {a b : ℝ} (ha : 0 < a) (hb : 0 < b) (A B : ℝ) :
    Integrable (fun x => gauss a A x * deriv (deriv (gauss b B)) x) ∧
    -(1 / 2) * ∫ x, gauss a A x * deriv (deriv (gauss b B)) x =
      kinetic (gauss a A) (gauss b B) := by
  have hp : 0 < a + b := add_pos ha hb
  have hp' := hp.ne'
  obtain ⟨-, -, hS, hK⟩ := gauss_overlap_kinetic ha hb A B
  have h := pair_moment hp A B (4 * b ^ 2 * (centre a A b B - B) ^ 2 - 2 * b)
    (8 * b ^ 2 * (centre a A b B - B)) (4 * b ^ 2)
  have hd : deriv (gauss b B) = fun x => -2 * b * (x - B) * gauss b B x :=
    funext fun x => (hasDerivAt_gauss b B x).deriv
  -- g'' = (4b²(x-B)² - 2b) g, expanded about P
  have key : (fun x => gauss a A x * deriv (deriv (gauss b B)) x) = fun x =>
      (4 * b ^ 2 * (centre a A b B - B) ^ 2 - 2 * b +
        8 * b ^ 2 * (centre a A b B - B) * (x - centre a A b B) +
        4 * b ^ 2 * (x - centre a A b B) ^ 2) * (gauss a A x * gauss b B x) := by
    funext x
    have h2 : HasDerivAt (fun x => -2 * b * (x - B) * gauss b B x) _ x :=
      (((hasDerivAt_id' x).sub_const B).const_mul (-2 * b)).fun_mul (hasDerivAt_gauss b B x)
    rw [hd, h2.deriv]; ring
  have hc : -(1 / 2) * (4 * b ^ 2 * (centre a A b B - B) ^ 2 - 2 * b +
      4 * b ^ 2 / (2 * (a + b))) = redExp a b * (1 - 2 * redExp a b * (A - B) ^ 2) := by
    unfold centre redExp
    field_simp
    ring
  refine ⟨by rw [key]; exact h.1, ?_⟩
  rw [key, h.2, hK, hS]
  linear_combination (√(π / (a + b)) * exp (-redExp a b * (A - B) ^ 2)) * hc

/-- For `a, b > 0` the kinetic integral of two Gaussians is positive exactly when `2 m (A-B)² < 1`.
-/
theorem kinetic_pos_iff {a b : ℝ} (ha : 0 < a) (hb : 0 < b) (A B : ℝ) :
    0 < kinetic (gauss a A) (gauss b B) ↔ 2 * redExp a b * (A - B) ^ 2 < 1 := by
  obtain ⟨-, -, hS, hK⟩ := gauss_overlap_kinetic ha hb A B
  have hm : 0 < redExp a b := by unfold redExp; positivity
  have hpos : 0 < overlap (gauss a A) (gauss b B) := by rw [hS]; positivity
  rw [hK]
  refine ⟨fun h => ?_, fun h => mul_pos (mul_pos hm (by linarith)) hpos⟩
  by_contra hn
  have h' : 0 ≤ 2 * redExp a b * (A - B) ^ 2 - 1 := by linarith [not_lt.mp hn]
  nlinarith [mul_nonneg (mul_nonneg hm.le h') hpos.le]

/-- A Gaussian trial function of exponent `a > 0` has positive self-overlap, an integrable harmonic
potential term, and Rayleigh quotient `a/2 + ω²/(8a) + ω² A²/2` in the harmonic potential. -/
theorem rayleigh_harmonic {a : ℝ} (ha : 0 < a) (A ω : ℝ) :
    0 < overlap (gauss a A) (gauss a A) ∧
    Integrable (fun x => harmonic ω x * (gauss a A x * gauss a A x)) ∧
    rayleigh (harmonic ω) (gauss a A) = a / 2 + ω ^ 2 / (8 * a) + ω ^ 2 * A ^ 2 / 2 := by
  have hp : 0 < a + a := add_pos ha ha
  obtain ⟨-, -, hS, hK⟩ := gauss_overlap_kinetic ha ha A A
  have hpos : 0 < overlap (gauss a A) (gauss a A) := by rw [hS]; positivity
  have hP : centre a A a A = A := by unfold centre; rw [div_eq_iff hp.ne']; ring
  have hm : redExp a a = a / 2 := by unfold redExp; rw [div_eq_iff hp.ne']; ring
  have h := pair_moment hp A A (ω ^ 2 / 2 * A ^ 2) (ω ^ 2 * A) (ω ^ 2 / 2)
  rw [hP] at h
  have key : (fun x => harmonic ω x * (gauss a A x * gauss a A x)) = fun x =>
      (ω ^ 2 / 2 * A ^ 2 + ω ^ 2 * A * (x - A) + ω ^ 2 / 2 * (x - A) ^ 2) *
        (gauss a A x * gauss a A x) := by
    funext x; unfold harmonic; ring
  have hw : ω ^ 2 / 2 / (2 * (a + a)) = ω ^ 2 / (8 * a) := by
    rw [div_div]; congr 1; ring
  have hV : potential (harmonic ω) (gauss a A) (gauss a A) =
      (ω ^ 2 / 2 * A ^ 2 + ω ^ 2 / (8 * a)) * overlap (gauss a A) (gauss a A) := by
    unfold potential
    rw [key, h.2, hS, hw]
  refine ⟨hpos, by rw [key]; exact h.1, ?_⟩
  unfold rayleigh
  rw [hK, hV, hm, div_eq_iff hpos.ne']
  ring

/-- For `a, ω > 0` the Rayleigh quotient of a Gaussian in the harmonic potential is at least `ω/2`,
with equality exactly for exponent `ω/2` and centre `0`. -/
theorem rayleigh_harmonic_min {a ω : ℝ} (ha : 0 < a) (hω : 0 < ω) (A : ℝ) :
    ω / 2 ≤ rayleigh (harmonic ω) (gauss a A) ∧
    (rayleigh (harmonic ω) (gauss a A) = ω / 2 ↔ a = ω / 2 ∧ A = 0) := by
  have ha' := ha.ne'
  -- the excess over ω/2 is a sum of two squares
  have hE : rayleigh (harmonic ω) (gauss a A) =
      ω / 2 + (2 * a - ω) ^ 2 / (8 * a) + (ω * A) ^ 2 / 2 := by
    rw [(rayleigh_harmonic ha A ω).2.2]; field_simp <;> ring
  have h1 : 0 ≤ (2 * a - ω) ^ 2 / (8 * a) := div_nonneg (sq_nonneg _) (by positivity)
  have h2 : 0 ≤ (ω * A) ^ 2 := sq_nonneg _
  rw [hE]
  refine ⟨by linarith, fun h => ?_, ?_⟩
  · have e1 : (2 * a - ω) ^ 2 / (8 * a) = 0 := by linarith
    have e2 : (ω * A) ^ 2 = 0 := by linarith
    have e3 : (2 * a - ω) ^ 2 = 0 :=
      (div_eq_zero_iff.mp e1).resolve_right (by positivity)
    have e4 : 2 * a - ω = 0 := (pow_eq_zero_iff two_ne_zero).mp e3
    have e5 : ω * A = 0 := (pow_eq_zero_iff two_ne_zero).mp e2
    exact ⟨by linarith, (mul_eq_zero.mp e5).resolve_left hω.ne'⟩
  · rintro ⟨h3, h4⟩
    have e : 2 * a - ω = 0 := by linarith
    rw [e, h4]
    simp

end

end GaussianKineticIntegral
```

```lean
#print axioms GaussianKineticIntegral.gauss_overlap_kinetic
-- 'GaussianKineticIntegral.gauss_overlap_kinetic' depends on axioms: [propext, Classical.choice, Quot.sound]
#print axioms GaussianKineticIntegral.kinetic_laplacian_form
-- 'GaussianKineticIntegral.kinetic_laplacian_form' depends on axioms: [propext, Classical.choice, Quot.sound]
#print axioms GaussianKineticIntegral.kinetic_pos_iff
-- 'GaussianKineticIntegral.kinetic_pos_iff' depends on axioms: [propext, Classical.choice, Quot.sound]
#print axioms GaussianKineticIntegral.rayleigh_harmonic_min
-- 'GaussianKineticIntegral.rayleigh_harmonic_min' depends on axioms: [propext, Classical.choice, Quot.sound]
```

## How the lemmas build the integrals

`hasDerivAt_gauss` is the chain rule for $f'$. `gauss_mul` is the completed square: the exponentials are merged with `Real.exp_add`, `congr 1` reduces the goal to equality of exponents, and `field_simp` with `ring` clears the denominator $a+b$, which only needs to be non-zero.

`quadratic_moment` is the moment rule for a single Gaussian of exponent $p > 0$. Mathlib supplies integrability of $e^{-pt^2}$, $te^{-pt^2}$ and $t^2e^{-pt^2}$ as `h0`, `h1`, `h2`. These combine into `hint0` for any quadratic, and `comp_sub_right` shifts the centre to $P$. The value $\sqrt{\pi/p}$ is `integral_gaussian p` after the same shift. The final `calc` block splits the integrand into the constant $c_0 + c_2/(2p)$ times the Gaussian plus the remainder, whose integral `hz` shows to be zero. `pair_moment` pulls out the factor $e^{-mR^2}$ and needs only `0 < a + b`.

`gauss_overlap_kinetic`, `kinetic_laplacian_form` and `rayleigh_harmonic` share one pattern: call `pair_moment` with the $c_0$ and $c_2$ found above and the matching linear coefficient $c_1$, which drops out of the value, and prove in `key` that the integrand has that shape. In the first two, `hc` is the algebra that turns $\pm\tfrac12(c_0 + c_2/(2p))$ into $m(1-2mR^2)$, and `linear_combination` multiplies it by $S$. The agreement of the two kinetic forms thus comes from evaluating both sides, with no integration by parts between $f$ and $g$.

In `kinetic_pos_iff` the direction from $2mR^2 < 1$ is a product of three positive factors; the converse assumes $2mR^2 \ge 1$ and lets `nlinarith` contradict $T > 0$. In `rayleigh_harmonic_min`, `hE` is the sum-of-squares form of $E$, and equality forces each square to vanish.

## A total derivative without boundary terms

The step "the boundary term vanishes" is carried by `integral_eq_zero_of_hasDerivAt_of_integrable`. It takes a function $F$ on the line with derivative $F'$ at every point, and concludes $\int F' = 0$ from two hypotheses: $F'$ is integrable and $F$ is integrable. The first makes $F$ tend to limits at $\pm\infty$, and the second forces both limits to be zero. Integrability of $F'$ alone would not suffice, as $F = \tanh$ shows, with $\int F' = 2$.

Here $F = (\alpha+\beta t)e^{-pt^2}$. Both hypotheses are instances of `hint`: the derivative directly, and $F$ itself as the quadratic with vanishing $t^2$ coefficient, which is `hFi`. No limit of a polynomial times a Gaussian is computed. What remains is the product rule, assembled by `fun_mul` from the linear factor and `hasDerivAt_gauss p P x`, with `congr_deriv` matching the result to $-c_2/(2p) + c_1t + c_2t^2$ times the Gaussian. The odd moment and the second moment both come out of this single application.
